# Two one-down-spin configurations span an \(S^2\)-invariant space only when there are just two spins

## Reading the spin of an excited radical

After an excited-state calculation on a radical, one checks \(\langle S^2\rangle\) for each root before calling it a doublet or a quartet. A doublet has \(\langle S^2\rangle = 0.75\) and a quartet has \(3.75\). A root built from single excitations can show \(2.75\), and such a root is neither. In the restricted-orbital spin model below, \(2.75\) belongs to one of the two equal-weight combinations, sum and difference, of the configurations reached by moving either the up or the down electron from a doubly occupied orbital to the same empty one. The value does not depend on the Hamiltonian or functional that produced the combination.

Take a doublet reference with orbital \(i\) doubly occupied, orbital \(s\) holding one up electron, and orbital \(a\) empty. A spin-conserving excitation from \(i\) to \(a\) leaves three singly occupied orbitals. In the order \(i,s,a\), exciting the up electron gives duu, and exciting the down electron gives uud. The third configuration with the same spin projection, udu, is a double excitation of the reference.

More generally, let there be \(N\) singly occupied orbitals after the excitation, with one down spin among them. Write \(|k\rangle\) for the state with spin \(k\) down and all others up, and set
\[
M=\frac N2-1,\qquad U=\sum_j |j\rangle .
\]
Here \(M\) is the spin projection with \(\hbar=1\). The two single excitations are \(|i\rangle\) and \(|a\rangle\), with \(i\neq a\).

## The action of \(S^2\) on one down spin

The total spin is half the sum of the Pauli matrices, so
\[
S^2=\frac14\sum_{j,k}\boldsymbol\sigma_j\cdot\boldsymbol\sigma_k .
\]

For \(j=k\), the three squared Pauli matrices add up to 3. For \(j\ne k\), the \(x\) and \(y\) terms cancel on uu and dd, and the \(z\) term gives \(+1\). On ud, the \(x\) and \(y\) terms each give du, and the \(z\) term gives \(-\)ud; du behaves likewise. Hence
\[
\boldsymbol\sigma_j\cdot\boldsymbol\sigma_k=2P_{jk}-1 \qquad (j\neq k),
\]
where \(P_{jk}\) exchanges the two spins.

An exchange changes \(|m\rangle\) only if it involves spin \(m\):
\[
P_{jk}|m\rangle=|m\rangle+\delta_{mk}(|j\rangle-|m\rangle)+\delta_{mj}(|k\rangle-|m\rangle)\qquad (j\neq k).
\]
Both cases are then covered by
\[
\boldsymbol\sigma_j\cdot\boldsymbol\sigma_k|m\rangle=|m\rangle+2\delta_{mk}(|j\rangle-|m\rangle)+2\delta_{mj}(|k\rangle-|m\rangle)+2\delta_{jk}|m\rangle .
\]

Summed over all \(j,k\), the first term gives \(N^2|m\rangle\), the two middle terms give \(2(U-N|m\rangle)\) each, and the last gives \(2N|m\rangle\). Therefore
\[
S^2|m\rangle=\frac{N^2-2N}{4}|m\rangle+U=M(M+1)|m\rangle+U .
\]

## Difference, sum and span

In the difference the two copies of \(U\) cancel:
\[
S^2(|i\rangle-|a\rangle)=M(M+1)(|i\rangle-|a\rangle).
\]
In the sum they add:
\[
S^2(|i\rangle+|a\rangle)=M(M+1)(|i\rangle+|a\rangle)+2U .
\]

The normalised sum is \((|i\rangle+|a\rangle)/\sqrt2\). Its overlap with \(U\) is \(\sqrt2\), and the extra term in \(S^2\) acting on it is \(\sqrt2\,U\). The expectation value is therefore \(M(M+1)+2\).

If there is a further spin \(s\), the image of the sum has amplitude 2 on \(|s\rangle\), where the sum itself has amplitude 0, so the sum is no eigenvector. Likewise \(S^2|i\rangle\) has amplitude 1 on \(|s\rangle\) and leaves the span of \(|i\rangle\) and \(|a\rangle\). If \(N=2\), then \(U=|i\rangle+|a\rangle\) lies in the span, which is invariant. The difference is then the singlet and the sum a triplet component.

## Three spins in numbers

For \(N=3\), \(M=1/2\) and \(M(M+1)=3/4\). In the basis duu, uud, udu,
\[
S^2=\frac34 I+\begin{pmatrix}1&1&1\\1&1&1\\1&1&1\end{pmatrix},
\]
with eigenvalues \(15/4,\,3/4,\,3/4\). Applied to duu + uud, it gives
\[
S^2\begin{pmatrix}1\\1\\0\end{pmatrix}=\begin{pmatrix}11/4\\11/4\\2\end{pmatrix}.
\]
The last entry is the missing udu component. The quartet vector is \((1,1,1)/\sqrt3\), and its squared overlap with the normalised sum is \(2/3\). The expectation value is thus
\[
\tfrac23\cdot\tfrac{15}{4}+\tfrac13\cdot\tfrac34=\tfrac{11}{4}.
\]

## The check in a program

Suppose that a root consists of one orbital pair, with normalised amplitudes \(x\) on \(|i\rangle\) and \(y\) on \(|a\rangle\). By linearity,
\[
\langle S^2\rangle=M(M+1)+|x+y|^2 .
\]

A program usually stores amplitudes \(X_\uparrow,X_\downarrow\) of excitation operators acting on the reference determinant. Bringing the created electron to its place in the orbital order costs one more exchange in one case than in the other, which gives a relative minus sign. In that convention the extra term is \(|X_\uparrow-X_\downarrow|^2\). Equal amplitudes give no excess over \(M(M+1)\), opposite ones give an excess of 2, and a single nonzero amplitude gives an excess of 1.

## What the Lean statements say

A `State ι` assigns a complex amplitude to each configuration of the spins labelled by the finite type `ι`, with `0` for up and `1` for down. `onSite A k` applies a \(2\times2\) matrix to spin `k` alone, and `spinSq` is \(S^2\) built from the Pauli matrices. The state \(|k\rangle\) is `oneDown k`, the vector \(U\) is `uniform`, and \(M\) is `proj ι`. Since `mean` divides by the squared norm, the code can work with the unnormalised sum.

- `spinSq_oneDown` is the formula for \(S^2|m\rangle\), valid from one spin upwards.
- `difference_eigenvector` says that for `i ≠ a` the difference is nonzero and has eigenvalue \(M(M+1)\).
- `mean_sum` gives the expectation value \(M(M+1)+2\).
- `sum_not_eigenvector` excludes every complex eigenvalue `μ`, given a spin `s` different from `i` and `a`.
- `span_invariant_iff` says that the span is invariant exactly when `ι` has two elements.
- `three_spins` puts \(i,s,a\) at `0`, `1`, `2` and gives the values \(3/4\) and \(11/4\).

The model contains spins only. It assumes the same spatial orbitals for up and down electrons, so contamination of an unrestricted reference does not appear. The link from determinants to spin configurations belongs to the physical reading, and no Hamiltonian, exchange-correlation kernel or mixing of several orbital pairs enters.

```lean
import Mathlib

open Matrix

namespace SpinIncompleteness

noncomputable section

variable {ι : Type*} [Fintype ι] [DecidableEq ι]

/-- Spin states of spins one half labelled by `ι`: an amplitude for each configuration,
with `0` for up and `1` for down. -/
abbrev State (ι : Type*) := (ι → Fin 2) → ℂ

/-- The three Pauli matrices. -/
def pauli : Fin 3 → Matrix (Fin 2) (Fin 2) ℂ :=
  ![!![0, 1; 1, 0], !![0, -Complex.I; Complex.I, 0], !![1, 0; 0, -1]]

/-- A one-spin matrix `A` acting on spin `k` and leaving the other spins alone. -/
def onSite (A : Matrix (Fin 2) (Fin 2) ℂ) (k : ι) : Module.End ℂ (State ι) where
  toFun ψ s := ∑ t, A (s k) t * ψ (Function.update s k t)
  map_add' φ ψ := by
    funext s
    simp only [Fin.sum_univ_two, Pi.add_apply]
    ring
  map_smul' c ψ := by
    funext s
    simp only [Fin.sum_univ_two, Pi.smul_apply, smul_eq_mul, RingHom.id_apply]
    ring

/-- The squared total spin, with components equal to half the summed Pauli matrices. -/
def spinSq : Module.End ℂ (State ι) := ∑ c, ((1 / 2 : ℂ) • ∑ k, onSite (pauli c) k) ^ 2

/-- The configuration with spin `k` down and all others up. -/
def flipAt (k : ι) : ι → Fin 2 := fun x => if x = k then 1 else 0

/-- The state with spin `k` down and all others up. -/
def oneDown (k : ι) : State ι := fun s => if s = flipAt k then 1 else 0

/-- The sum of all states with one spin down. -/
def uniform : State ι := ∑ j, oneDown j

/-- The spin projection `M = N/2 - 1` of `N` spins of which one is down. -/
def proj (ι : Type*) [Fintype ι] : ℂ := (Fintype.card ι : ℂ) / 2 - 1

/-- The expectation value of `S²` in a nonzero state, normalised or not. -/
def mean (ψ : State ι) : ℂ := (star ψ ⬝ᵥ spinSq ψ) / (star ψ ⬝ᵥ ψ)

/-- On a state with one spin down, `S²` gives `M(M+1)` times that state plus the sum of
all states with one spin down. -/
theorem spinSq_oneDown (m : ι) :
    spinSq (oneDown m) = (proj ι * (proj ι + 1)) • oneDown m + uniform := by
  have hI (x : ℂ) : Complex.I * (Complex.I * x) = -x := by
    rw [← mul_assoc, Complex.I_mul_I, neg_one_mul]
  -- Pauli matrices on two different spins, and twice on the same spin
  have two (a b : Fin 2) (F : Fin 2 → Fin 2 → ℂ) :
      ∑ c, ∑ t, pauli c a t * ∑ u, pauli c b u * F t u = 2 * F b a - F a b := by
    fin_cases a <;> fin_cases b <;>
      simp [pauli, Fin.sum_univ_three, Fin.sum_univ_two, hI] <;> ring
  have one (a : Fin 2) (G : Fin 2 → ℂ) :
      ∑ c, ∑ t, pauli c a t * ∑ u, pauli c t u * G u = 3 * G a := by
    fin_cases a <;> simp [pauli, Fin.sum_univ_three, Fin.sum_univ_two, hI] <;> ring
  funext s
  -- exchanging two spins moves the down spin
  have hw (j k : ι) : oneDown m (s ∘ Equiv.swap k j) = oneDown m s
      + (if m = k then oneDown j s - oneDown m s else 0)
      + (if m = j then oneDown k s - oneDown m s else 0) := by
    have e : s ∘ Equiv.swap k j = flipAt m ↔ s = flipAt (Equiv.swap k j m) := by
      constructor
      · intro h
        funext x
        have := congrFun h (Equiv.swap k j x)
        simpa [flipAt, Equiv.swap_apply_eq_iff] using this
      · rintro rfl
        funext x
        simp [flipAt]
    have e' : oneDown m (s ∘ Equiv.swap k j) = oneDown (Equiv.swap k j m) s := by
      simp only [oneDown, e]
    rw [e']
    by_cases hk : m = k
    · subst hk
      by_cases hj : m = j
      · subst hj; simp
      · simp [hj]
    · by_cases hj : m = j
      · subst hj; simp [hk]
      · simp [hk, hj, Equiv.swap_apply_def]
  have bond (j k : ι) : ∑ c, onSite (pauli c) j (onSite (pauli c) k (oneDown m)) s
      = oneDown m s + 2 * (if m = k then oneDown j s - oneDown m s else 0)
      + 2 * (if m = j then oneDown k s - oneDown m s else 0)
      + 2 * (if j = k then oneDown m s else 0) := by
    by_cases h : j = k
    · subst h
      have hz : (if m = j then oneDown j s - oneDown m s else 0) = 0 := by
        split_ifs with q
        · simp [q]
        · rfl
      simp only [onSite, LinearMap.coe_mk, AddHom.coe_mk, Function.update_self,
        Function.update_idem]
      refine (one (s j) fun u => oneDown m (Function.update s j u)).trans ?_
      simp only [Function.update_eq_self]
      rw [hz, if_pos trivial]
      ring
    · simp only [onSite, LinearMap.coe_mk, AddHom.coe_mk, Function.update_of_ne (Ne.symm h)]
      refine (two (s j) (s k) fun t u =>
        oneDown m (Function.update (Function.update s j t) k u)).trans ?_
      simp only [Function.update_eq_self]
      rw [← Equiv.comp_swap_eq_update k j s, hw, if_neg h]
      ring
  have hS : spinSq (oneDown m) s = ∑ j, ∑ k, 1 / 4 *
      ∑ c, onSite (pauli c) j (onSite (pauli c) k (oneDown m)) s := by
    simp only [spinSq, pow_two, LinearMap.sum_apply, Module.End.mul_apply,
      LinearMap.smul_apply, map_smul, map_sum, Finset.sum_apply, Pi.smul_apply,
      smul_eq_mul, Finset.mul_sum]
    conv_rhs => rw [Finset.sum_comm]
    refine Finset.sum_comm.trans (Finset.sum_congr rfl fun j _ =>
      Finset.sum_comm.trans (Finset.sum_congr rfl fun k _ =>
        Finset.sum_congr rfl fun c _ => ?_))
    ring
  -- sum over all pairs of spins
  have h1 : ∑ _j : ι, ∑ _k : ι, oneDown m s
      = Fintype.card ι * (Fintype.card ι * oneDown m s) := by simp
  have hR : ∑ j, (oneDown j s - oneDown m s)
      = uniform s - Fintype.card ι * oneDown m s := by
    simp [uniform, Finset.sum_sub_distrib]
  have h2 : ∑ j, ∑ k, (if m = k then oneDown j s - oneDown m s else 0)
      = uniform s - Fintype.card ι * oneDown m s := by
    rw [← hR]; simp
  have h3 : ∑ j, ∑ k, (if m = j then oneDown k s - oneDown m s else 0)
      = uniform s - Fintype.card ι * oneDown m s := by
    rw [Finset.sum_comm, ← hR]; simp
  have h4 : ∑ j : ι, ∑ k : ι, (if j = k then oneDown m s else 0)
      = Fintype.card ι * oneDown m s := by simp
  rw [hS]
  simp only [bond, ← Finset.mul_sum, Finset.sum_add_distrib, h1, h2, h3, h4,
    Pi.add_apply, Pi.smul_apply, smul_eq_mul, proj]
  ring

/-- The state with spin `j` down has amplitude one on its own configuration and zero on
the other configurations with one spin down. -/
theorem oneDown_apply (j k : ι) : oneDown j (flipAt k) = if k = j then 1 else 0 := by
  by_cases h : k = j
  · simp [oneDown, h]
  · have hne : flipAt k ≠ flipAt j := fun e => by
      have := congrFun e k
      simp [flipAt, h] at this
    simp [oneDown, h, hne]

/-- For `i ≠ a` the difference of the states with spin `i` down and spin `a` down is a
nonzero eigenvector of `S²` with eigenvalue `M(M+1)`. -/
theorem difference_eigenvector {i a : ι} (h : i ≠ a) :
    oneDown i - oneDown a ≠ 0 ∧ spinSq (oneDown i - oneDown a)
      = (proj ι * (proj ι + 1)) • (oneDown i - oneDown a) := by
  constructor
  · intro e
    have := congrFun e (flipAt i)
    simp [oneDown_apply, h] at this
  · rw [map_sub, spinSq_oneDown, spinSq_oneDown]
    module

/-- For `i ≠ a` the sum of the two states has the expectation value `M(M+1) + 2` of `S²`. -/
theorem mean_sum {i a : ι} (h : i ≠ a) :
    mean (oneDown i + oneDown a) = proj ι * (proj ι + 1) + 2 := by
  have hk (k : ι) (φ : State ι) : star (oneDown k) ⬝ᵥ φ = φ (flipAt k) := by
    simp only [dotProduct, Pi.star_apply, oneDown, apply_ite star, star_one,
      star_zero, ite_mul, one_mul, zero_mul, Finset.sum_ite_eq', Finset.mem_univ, if_true]
  have hu (k : ι) : uniform (flipAt k) = 1 := by simp [uniform, oneDown_apply]
  simp only [mean, star_add, add_dotProduct, hk, map_add, spinSq_oneDown, Pi.smul_apply,
    Pi.add_apply, oneDown_apply, hu, if_neg h, if_neg h.symm, if_true, smul_eq_mul]
  ring

/-- If there is a further spin `s` besides `i` and `a`, the sum of the two states is not
an eigenvector of `S²`. -/
theorem sum_not_eigenvector {i a s : ι} (hi : s ≠ i) (ha : s ≠ a) (μ : ℂ) :
    spinSq (oneDown i + oneDown a) ≠ μ • (oneDown i + oneDown a) := by
  intro e
  have hu : uniform (flipAt s) = 1 := by simp [uniform, oneDown_apply]
  -- compare the amplitudes with the further spin down
  have h := congrFun e (flipAt s)
  simp only [map_add, spinSq_oneDown, Pi.smul_apply, Pi.add_apply,
    oneDown_apply, hu, if_neg hi, if_neg ha, smul_eq_mul] at h
  exact two_ne_zero (α := ℂ) (by linear_combination h)

/-- For `i ≠ a` the span of the two states is invariant under `S²` exactly when there are
only two spins. -/
theorem span_invariant_iff {i a : ι} (h : i ≠ a) :
    (∀ φ ∈ Submodule.span ℂ {oneDown i, oneDown a},
      spinSq φ ∈ Submodule.span ℂ {oneDown i, oneDown a}) ↔ Fintype.card ι = 2 := by
  constructor
  · intro hinv
    by_contra hc
    obtain ⟨s, hs⟩ : ∃ s, s ∉ ({i, a} : Finset ι) := by
      by_contra h'
      have hall : ({i, a} : Finset ι) = Finset.univ :=
        Finset.eq_univ_iff_forall.2 fun s => not_not.1 fun hs => h' ⟨s, hs⟩
      exact hc (by rw [← Finset.card_univ, ← hall, Finset.card_pair h])
    have hi : s ≠ i := fun e => hs (by simp [e])
    have ha : s ≠ a := fun e => hs (by simp [e])
    have hu : uniform (flipAt s) = 1 := by simp [uniform, oneDown_apply]
    -- the image of one state has a component outside the span
    obtain ⟨x, y, e⟩ := Submodule.mem_span_pair.1
      (hinv (oneDown i) (Submodule.subset_span (by simp)))
    have e' := congrFun e (flipAt s)
    rw [spinSq_oneDown] at e'
    simp only [Pi.add_apply, Pi.smul_apply, oneDown_apply, hu, if_neg hi, if_neg ha,
      smul_eq_mul, mul_zero, zero_add] at e'
    exact zero_ne_one e'
  · intro hc φ hφ
    have hall : ({i, a} : Finset ι) = Finset.univ :=
      Finset.eq_univ_of_card _ (by rw [Finset.card_pair h, hc])
    have hu : (uniform : State ι) = oneDown i + oneDown a := by
      rw [uniform, ← hall, Finset.sum_pair h]
    obtain ⟨x, y, rfl⟩ := Submodule.mem_span_pair.1 hφ
    refine Submodule.mem_span_pair.2 ⟨x * (proj ι * (proj ι + 1)) + x + y,
      y * (proj ι * (proj ι + 1)) + x + y, ?_⟩
    rw [map_add, map_smul, map_smul, spinSq_oneDown, spinSq_oneDown, hu]
    module

/-- For three spins, `duu - uud` has `S² = 3/4`, while `duu + uud` has the expectation
value `11/4` and is not an eigenvector of `S²`. -/
theorem three_spins :
    spinSq (oneDown (0 : Fin 3) - oneDown 2)
      = (3 / 4 : ℂ) • (oneDown (0 : Fin 3) - oneDown 2) ∧
    mean (oneDown (0 : Fin 3) + oneDown 2) = 11 / 4 ∧
    ∀ μ : ℂ, spinSq (oneDown (0 : Fin 3) + oneDown 2)
      ≠ μ • (oneDown (0 : Fin 3) + oneDown 2) := by
  have hM : proj (Fin 3) * (proj (Fin 3) + 1) = 3 / 4 := by
    norm_num [proj]
  have h02 : (0 : Fin 3) ≠ 2 := by decide
  refine ⟨?_, ?_, sum_not_eigenvector (s := 1) (by decide) (by decide)⟩
  · rw [(difference_eigenvector h02).2, hM]
  · rw [mean_sum h02, hM]
    norm_num

end

end SpinIncompleteness
```

```lean
#print axioms SpinIncompleteness.span_invariant_iff
#print axioms SpinIncompleteness.three_spins
```

```
'SpinIncompleteness.span_invariant_iff' depends on axioms: [propext, Classical.choice, Quot.sound]
'SpinIncompleteness.three_spins' depends on axioms: [propext, Classical.choice, Quot.sound]
```

## From spin exchange to the invariance criterion

Most of the work is in `spinSq_oneDown`. Its local statements `one` and `two` are the two Pauli identities, for the same spin and for two different spins, checked by `fin_cases` on the spin values. In `two`, the swapped arguments in `2 * F b a - F a b` are the exchange in \(2P_{jk}-1\).

The statement `hw` says how an exchange moves the down spin, and `bond` is the combined formula for \(\boldsymbol\sigma_j\cdot\boldsymbol\sigma_k|m\rangle\). `hS` expands \(S^2\) into the double sum with its factor \(1/4\). The sums over pairs are `h1` to `h4`, and the final `ring` collects them into \(M(M+1)\).

The lemma `oneDown_apply` reads off amplitudes: \(|j\rangle\) has amplitude 1 on its own configuration and 0 on the others with one down spin. In `difference_eigenvector` it shows that the difference is nonzero, after which `module` cancels the two copies of \(U\). In `mean_sum`, the local `hk` turns an inner product with \(|k\rangle\) into an amplitude.

The proof of `sum_not_eigenvector` evaluates the supposed eigenvalue equation at `flipAt s`, where it would require \(2=0\). For `span_invariant_iff`, a number of spins other than two supplies a spin `s` outside the pair, and the same evaluation applied to \(S^2|i\rangle\) gives \(0=1\). Conversely, with two spins `uniform` equals the sum of the two states, and the proof writes down the coefficients of the image explicitly. `three_spins` then inserts \(M(M+1)=3/4\).
